# A surface point with self-interaction a/s contributes to the conductor-like energy in proportion to s as s → 0

A geometry optimization in a conductor-like solvent model may delete a surface point once its switching value $s$ has become small, for instance because the point has moved inside a neighbouring atom's cavity. The energy then jumps by the amount that the point still contributes. For one switched point, with all other data of the surface held fixed, that energy is of first order in $s$, and its coefficient can be written down.

Let $A_0$ be the interaction matrix of the permanent surface points, $b$ the vector of their couplings to the switched point, and $v$ and $w$ the solute's potentials at the permanent points and at the switched one. With $\langle x,y\rangle$ for the dot product, set

$$A(s)=\begin{pmatrix}A_0&b\\ b^T&a/s\end{pmatrix},\qquad V=\begin{pmatrix}v\\ w\end{pmatrix},\qquad E(s)=-\tfrac12\langle V,A(s)^{-1}V\rangle .$$

For symmetric invertible $A_0$, $s\neq0$ and $a\neq s\langle b,A_0^{-1}b\rangle$, the result is

$$E(s)=E_0-\frac{s\,r^2}{2\,(a-s\langle b,A_0^{-1}b\rangle)},\qquad E_0=-\tfrac12\langle v,A_0^{-1}v\rangle,\quad r=w-\langle b,A_0^{-1}v\rangle .$$

The usual physical case, with $A_0$ positive definite, $s>0$ and $a>s\langle b,A_0^{-1}b\rangle$, is included.

```lean
import Mathlib

open Matrix Filter Topology

namespace SwitchedSurfacePoint

noncomputable section

variable {n : Type*} [Fintype n] [DecidableEq n]
```

## The surface and its energy

The permanent points are indexed by a finite type `n`, which may be empty, and the switched point is the one extra element of `n ⊕ Unit`. A list of charges or potentials on the whole surface is a pair $(x,t)$, with $x$ on the permanent points and $t$ on the switched one.

```lean
/-- Surface data (charges or potentials) `x` on the permanent points, together with the value `t`
on the switched point. -/
def withPoint (x : n → ℝ) (t : ℝ) : n ⊕ Unit → ℝ := Sum.elim x fun _ => t
```

The self-interaction $a/s$ is a postulate of the model. The number $a$ is the self-interaction of the fully exposed point, at $s=1$. As $s$ decreases towards zero, it costs ever more energy to put charge on the point, and this is how the point is switched off. The couplings $b$ do not depend on $s$. Other points may have switching values of their own, provided that these are fixed and already contained in $A_0$.

```lean
/-- The interaction matrix `A(s)`: permanent block `A₀`, coupling `b` to the switched point, and
self-interaction `a / s` of that point, for a switching value `s ≠ 0`. -/
def switchedMatrix (A₀ : Matrix n n ℝ) (b : n → ℝ) (a s : ℝ) :
    Matrix (n ⊕ Unit) (n ⊕ Unit) ℝ :=
  fromBlocks A₀ (of fun i _ => b i) (of fun _ j => b j) (of fun _ _ => a / s)
```

The surface charges $q$ of a conductor cancel the solute's potential, $Aq=-V$. The energy is half the interaction of these charges with that potential, $\tfrac12\langle V,q\rangle=-\tfrac12\langle V,A^{-1}V\rangle$. Coulomb's constant is absorbed into the units, and there is no dielectric scaling factor. The potential $V$ is given, so the solute's electrons do not respond to the surface charges. In Lean, `⬝ᵥ` is the dot product, `*ᵥ` applies a matrix to a vector, and `A⁻¹` is the matrix inverse.

```lean
/-- The conductor-like energy `-⟨V, A⁻¹ V⟩ / 2` of a surface with invertible interaction
matrix `A` in the potential `V`. -/
def surfaceEnergy {m : Type*} [Fintype m] [DecidableEq m] (A : Matrix m m ℝ) (V : m → ℝ) : ℝ :=
  -(V ⬝ᵥ A⁻¹ *ᵥ V) / 2
```

Without the switched point, the permanent points carry the charges $-A_0^{-1}v$. These produce the potential $-\langle b,A_0^{-1}v\rangle$ at the position of the switched point. Together with the solute's own potential $w$ this gives the screened potential $r=w-\langle b,A_0^{-1}v\rangle$.

```lean
/-- The potential at the switched point, screened by the charges `-A₀⁻¹ v` that the permanent
points carry on their own, for invertible `A₀`. -/
def screenedPotential (A₀ : Matrix n n ℝ) (b v : n → ℝ) (w : ℝ) : ℝ :=
  w - b ⬝ᵥ A₀⁻¹ *ᵥ v
```

Write $D(s)=a-s\langle b,A_0^{-1}b\rangle$. The charge on the switched point will turn out to be

$$t=-\frac{s\,r}{D(s)} .$$

It is defined here and justified below, where it is shown to solve the conductor equation.

```lean
/-- The charge on the switched point, for invertible `A₀`, `s ≠ 0` and `a ≠ s ⟨b, A₀⁻¹ b⟩`. -/
def pointCharge (A₀ : Matrix n n ℝ) (b v : n → ℝ) (a s w : ℝ) : ℝ :=
  -(s * screenedPotential A₀ b v w) / (a - s * (b ⬝ᵥ A₀⁻¹ *ᵥ b))
```

## Potentials and pairings in block form

Multiplying out the block matrix gives

$$A(s)\begin{pmatrix}x\\ t\end{pmatrix}=\begin{pmatrix}A_0x+t\,b\\ \langle b,x\rangle+(a/s)\,t\end{pmatrix}.$$

```lean
omit [DecidableEq n] in
/-- The potential generated by surface charges: each permanent point feels the switched charge
through `b`, and the switched point feels its own charge through `a / s`. -/
theorem switchedMatrix_mulVec (A₀ : Matrix n n ℝ) (b x : n → ℝ) (a s t : ℝ) :
    switchedMatrix A₀ b a s *ᵥ withPoint x t
      = withPoint (A₀ *ᵥ x + t • b) (b ⬝ᵥ x + a / s * t) := by
  funext i
  rcases i with i | i <;>
    simp [switchedMatrix, withPoint, Matrix.mulVec, dotProduct, Fintype.sum_sum_type, mul_comm]
```

The proof treats the two kinds of index separately and expands the sums. In the same way, the pairing of charges with potentials splits into $\langle x,v\rangle+t\,w$.

```lean
omit [DecidableEq n] in
/-- The electrostatic pairing of charges and potentials is the sum of the permanent part and
the part of the switched point. -/
theorem withPoint_dotProduct (x v : n → ℝ) (t w : ℝ) :
    withPoint x t ⬝ᵥ withPoint v w = x ⬝ᵥ v + t * w := by
  simp [withPoint, dotProduct, Fintype.sum_sum_type]
```

For a symmetric matrix $A$,

$$\langle x,Ay\rangle=\langle A^Tx,y\rangle=\langle Ax,y\rangle=\langle y,Ax\rangle .$$

This will be applied to $A_0^{-1}$, to identify $\langle v,A_0^{-1}b\rangle$ with $\langle b,A_0^{-1}v\rangle$.

```lean
omit [DecidableEq n] in
/-- Reciprocity: for a symmetric interaction matrix, the energy of charges `x` in the potential
of charges `y` equals that of `y` in the potential of `x`. -/
theorem reciprocity {A : Matrix n n ℝ} (hA : Aᵀ = A) (x y : n → ℝ) :
    x ⬝ᵥ A *ᵥ y = y ⬝ᵥ A *ᵥ x := by
  rw [Matrix.dotProduct_mulVec, ← Matrix.mulVec_transpose, hA, dotProduct_comm]
```

## Solving for the surface charges

The conductor equation $A(s)q=-V$ with $q=(x,t)$ consists of

$$A_0x+t\,b=-v,\qquad \langle b,x\rangle+\frac as\,t=-w .$$

The first equation gives $x=-A_0^{-1}v-t\,A_0^{-1}b$. Inserting this into the second gives

$$-\langle b,A_0^{-1}v\rangle-t\,\langle b,A_0^{-1}b\rangle+\frac as\,t=-w .$$

Moving the first term to the right and multiplying by $s$ leads to

$$t\,\bigl(a-s\langle b,A_0^{-1}b\rangle\bigr)=-s\,\bigl(w-\langle b,A_0^{-1}v\rangle\bigr)=-s\,r,$$

which is the charge defined above. The divisor $D(s)$ is $s$ times the point's effective self-interaction, that is, $a/s$ reduced by the response of the permanent points.

```lean
/-- For invertible `A₀`, `s ≠ 0` and `a ≠ s ⟨b, A₀⁻¹ b⟩`, these explicit surface charges solve
the conductor equation `A(s) q = -V`. -/
theorem conductor_equation {A₀ : Matrix n n ℝ} (hdet : IsUnit A₀.det) (b v : n → ℝ)
    {a s : ℝ} (w : ℝ) (hs : s ≠ 0) (h : a - s * (b ⬝ᵥ A₀⁻¹ *ᵥ b) ≠ 0) :
    switchedMatrix A₀ b a s *ᵥ
        withPoint (-(A₀⁻¹ *ᵥ v) - pointCharge A₀ b v a s w • (A₀⁻¹ *ᵥ b))
          (pointCharge A₀ b v a s w)
      = -withPoint v w := by
  have hinv : ∀ u : n → ℝ, A₀ *ᵥ (A₀⁻¹ *ᵥ u) = u := fun u => by
    rw [Matrix.mulVec_mulVec, Matrix.mul_nonsing_inv _ hdet, Matrix.one_mulVec]
  have ht : pointCharge A₀ b v a s w * (a - s * (b ⬝ᵥ A₀⁻¹ *ᵥ b))
      = -(s * screenedPotential A₀ b v w) := div_mul_cancel₀ _ h
  generalize pointCharge A₀ b v a s w = t at ht ⊢
  -- the equation on the permanent points
  have e1 : A₀ *ᵥ (-(A₀⁻¹ *ᵥ v) - t • (A₀⁻¹ *ᵥ b)) + t • b = -v := by
    rw [Matrix.mulVec_sub, Matrix.mulVec_neg, Matrix.mulVec_smul, hinv, hinv]
    abel
  -- the equation on the switched point
  have e2 : b ⬝ᵥ (-(A₀⁻¹ *ᵥ v) - t • (A₀⁻¹ *ᵥ b)) + a / s * t = -w := by
    rw [dotProduct_sub, dotProduct_neg, dotProduct_smul, smul_eq_mul]
    unfold screenedPotential at ht
    have has : a / s * s = a := div_mul_cancel₀ _ hs
    apply mul_left_cancel₀ hs
    linear_combination ht + t * has
  rw [switchedMatrix_mulVec, e1, e2]
  funext i
  rcases i with i | i <;> rfl
```

The hypothesis `IsUnit A₀.det` says that $A_0$ is invertible; symmetry is not used yet. The code checks the solution by substitution. In `ht` it records $t\,D(s)=-s\,r$, and `generalize` then turns the charge into a plain number $t$ of which only this relation is known. The equations `e1` and `e2` are the two lines of the system. For `e2`, both sides are multiplied by $s$, and `linear_combination` combines `ht` with $(a/s)\,s=a$.

The energy contains $A(s)^{-1}$, so $A(s)$ has to be invertible. The solution just found exists for every $v$ and $w$, so $A(s)$ maps onto the whole space of potentials. A square matrix with this property is invertible.

```lean
/-- For invertible `A₀`, `s ≠ 0` and `a ≠ s ⟨b, A₀⁻¹ b⟩`, the matrix `A(s)` is invertible. -/
theorem switchedMatrix_isUnit_det {A₀ : Matrix n n ℝ} (hdet : IsUnit A₀.det) (b : n → ℝ)
    {a s : ℝ} (hs : s ≠ 0) (h : a - s * (b ⬝ᵥ A₀⁻¹ *ᵥ b) ≠ 0) :
    IsUnit (switchedMatrix A₀ b a s).det := by
  rw [← Matrix.isUnit_iff_isUnit_det, ← Matrix.mulVec_surjective_iff_isUnit]
  intro V
  obtain ⟨v, w, rfl⟩ : ∃ v w, V = withPoint v w :=
    ⟨fun i => V (Sum.inl i), V (Sum.inr ()), by funext i; rcases i with i | i <;> rfl⟩
  exact ⟨-_, by rw [Matrix.mulVec_neg, conductor_equation hdet b v w hs h, neg_neg]⟩
```

The sign is the only adjustment: the charges solve $A(s)q=-V$, so $-q$ is mapped to $V$.

## The energy in closed form

Since $A(s)^{-1}V=-q$,

$$\begin{aligned}
E(s)&=\tfrac12\langle V,q\rangle=\tfrac12\bigl(\langle v,x\rangle+w\,t\bigr)\\
&=\tfrac12\bigl(-\langle v,A_0^{-1}v\rangle-t\,\langle v,A_0^{-1}b\rangle+w\,t\bigr)\\
&=E_0+\tfrac12\,t\,\bigl(w-\langle b,A_0^{-1}v\rangle\bigr)=E_0+\tfrac12\,t\,r .
\end{aligned}$$

The third line uses the symmetry of $A_0^{-1}$. Inserting $t=-s\,r/D(s)$ gives

$$E(s)=E_0-\frac{s\,r^2}{2D(s)} .$$

In words, the theorem takes a symmetric invertible $A_0$, any $b$, $v$ and $w$, and real $a$ and $s$ with $s\neq0$ and $D(s)\neq0$. It equates the energy of the full surface, computed with the inverse of the full matrix, to the energy of the permanent points minus the term in $r^2$. The sign of $s$ is left open, although a switching value is positive in practice.

```lean
/-- Energy of a surface with a switched point, for symmetric invertible `A₀`, `s ≠ 0` and
`a ≠ s ⟨b, A₀⁻¹ b⟩`: the energy of the permanent points, minus a term quadratic in the screened
potential at the switched point. -/
theorem switched_energy {A₀ : Matrix n n ℝ} (hsym : A₀ᵀ = A₀) (hdet : IsUnit A₀.det)
    (b v : n → ℝ) {a s : ℝ} (w : ℝ) (hs : s ≠ 0) (h : a - s * (b ⬝ᵥ A₀⁻¹ *ᵥ b) ≠ 0) :
    surfaceEnergy (switchedMatrix A₀ b a s) (withPoint v w)
      = surfaceEnergy A₀ v
        - s * screenedPotential A₀ b v w ^ 2 / (2 * (a - s * (b ⬝ᵥ A₀⁻¹ *ᵥ b))) := by
  have hq := conductor_equation hdet b v w hs h
  have hU := switchedMatrix_isUnit_det hdet b hs h
  -- replace the inverse matrix by the explicit charges
  have hV : withPoint v w = -(-withPoint v w) := (neg_neg _).symm
  have hsol : (switchedMatrix A₀ b a s)⁻¹ *ᵥ withPoint v w
      = -withPoint (-(A₀⁻¹ *ᵥ v) - pointCharge A₀ b v a s w • (A₀⁻¹ *ᵥ b))
          (pointCharge A₀ b v a s w) := by
    rw [hV, ← hq, Matrix.mulVec_neg, Matrix.mulVec_mulVec, Matrix.nonsing_inv_mul _ hU,
      Matrix.one_mulVec]
  have hinvsym : (A₀⁻¹)ᵀ = A₀⁻¹ := by rw [Matrix.transpose_nonsing_inv, hsym]
  unfold surfaceEnergy
  rw [hsol, dotProduct_neg, withPoint_dotProduct, dotProduct_sub, dotProduct_neg,
    dotProduct_smul, smul_eq_mul, reciprocity hinvsym v b]
  unfold pointCharge screenedPotential
  generalize a - s * (b ⬝ᵥ A₀⁻¹ *ᵥ b) = D at h ⊢
  field_simp
  ring
```

Here `hsol` is the statement $A(s)^{-1}V=-q$, obtained from the conductor equation and the invertibility of $A(s)$. The long `rw` splits the pairing and applies `reciprocity` to the inverse of $A_0$. After $D(s)$ has been replaced by a single nonzero number, `field_simp` and `ring` finish the algebra.

A small case shows the sizes involved. Take one permanent point with $A_0=2$, and let $b=1$, $a=2$, $v=2$, $w=3$. Then $E_0=-1$, $r=3-1=2$ and $D(s)=2-s/2$.

- At $s=1$ the formula gives $E=-1-4/3=-7/3$. Directly, $\langle V,A^{-1}V\rangle=(2\cdot4-2\cdot6+2\cdot9)/3=14/3$, and minus half of this is again $-7/3$.
- At $s=0.1$ the point contributes $-0.4/3.9\approx-0.1026$.

## The slope at s = 0

Dividing the contribution of the point by $s$ leaves

$$\frac{E(s)-E_0}{s}=-\frac{r^2}{2D(s)}\;\longrightarrow\;-\frac{r^2}{2a}\qquad(s\to0),$$

because $D(s)\to a$ and $a\neq0$. In the example the slope is $-1$, so the linear estimate at $s=0.1$ is $-0.1$, close to the value above.

The condition $D(s)\neq0$ is no longer a hypothesis. It follows from $a\neq0$ once $s$ is close enough to zero.

```lean
/-- For symmetric invertible `A₀` and `a ≠ 0`, the contribution of the switched point vanishes
linearly as `s → 0`, with slope `-r² / (2a)`, where `r` is the screened potential. -/
theorem switched_energy_slope {A₀ : Matrix n n ℝ} (hsym : A₀ᵀ = A₀) (hdet : IsUnit A₀.det)
    (b v : n → ℝ) {a : ℝ} (w : ℝ) (ha : a ≠ 0) :
    Tendsto (fun s : ℝ => (surfaceEnergy (switchedMatrix A₀ b a s) (withPoint v w)
        - surfaceEnergy A₀ v) / s) (𝓝[≠] 0)
      (𝓝 (-(screenedPotential A₀ b v w ^ 2) / (2 * a))) := by
  have hD : ContinuousAt (fun s : ℝ => a - s * (b ⬝ᵥ A₀⁻¹ *ᵥ b)) 0 := by fun_prop
  have hc : ContinuousAt (fun s : ℝ => -(screenedPotential A₀ b v w ^ 2)
      / (2 * (a - s * (b ⬝ᵥ A₀⁻¹ *ᵥ b)))) 0 :=
    ContinuousAt.div (by fun_prop) (by fun_prop) (by simpa using ha)
  have ht := hc.tendsto.mono_left (nhdsWithin_le_nhds (s := {0}ᶜ))
  simp only [zero_mul, sub_zero] at ht
  refine ht.congr' ?_
  have hne := (hD.eventually_ne (by simpa using ha : a - 0 * (b ⬝ᵥ A₀⁻¹ *ᵥ b) ≠ 0)).filter_mono
    (nhdsWithin_le_nhds (s := {0}ᶜ))
  filter_upwards [hne, self_mem_nhdsWithin] with s h hs
  have hs' : s ≠ 0 := hs
  rw [switched_energy hsym hdet b v w hs' h, sub_sub_cancel_left]
  generalize a - s * (b ⬝ᵥ A₀⁻¹ *ᵥ b) = D at h ⊢
  field_simp
```

The filter `𝓝[≠] 0` means that $s$ approaches zero from either side without being equal to it. The proof first shows that $-r^2/(2D(s))$ is continuous at $s=0$, which gives the limit. It then uses `switched_energy` to identify this function with the difference quotient at all $s$ near zero for which $s\neq0$ and $D(s)\neq0$.

## The energy after the point is gone

Writing

$$E(s)=E_0+s\cdot\frac{E(s)-E_0}{s}$$

and using the finite limit of the quotient gives $E(s)\to E_0$. The limit is the energy of the smaller surface, from which the point has been deleted.

When this limit is stated in Lean, it matters that $s=0$ is excluded. Writing `𝓝 0` in place of `𝓝[≠] 0` looks harmless, but it would bring in the value at $s=0$, where Lean sets $a/0=0$. The point would then have no self-interaction at all, which is the opposite of being switched off. In the example the matrix would become $\begin{pmatrix}2&1\\1&0\end{pmatrix}$ with energy $3$, whereas $E_0=-1$, and the statement would be false.

```lean
/-- For symmetric invertible `A₀` and `a ≠ 0`, the energy tends to that of the permanent points
alone as `s → 0`. -/
theorem switched_energy_tendsto {A₀ : Matrix n n ℝ} (hsym : A₀ᵀ = A₀) (hdet : IsUnit A₀.det)
    (b v : n → ℝ) {a : ℝ} (w : ℝ) (ha : a ≠ 0) :
    Tendsto (fun s : ℝ => surfaceEnergy (switchedMatrix A₀ b a s) (withPoint v w)) (𝓝[≠] 0)
      (𝓝 (surfaceEnergy A₀ v)) := by
  have h1 : Tendsto (fun s : ℝ => s) (𝓝[≠] 0) (𝓝 0) := tendsto_id.mono_left nhdsWithin_le_nhds
  have h2 := (h1.mul (switched_energy_slope hsym hdet b v w ha)).const_add (surfaceEnergy A₀ v)
  simp only [zero_mul, add_zero] at h2
  refine h2.congr' ?_
  filter_upwards [self_mem_nhdsWithin] with s hs
  have hs' : s ≠ 0 := hs
  rw [mul_div_assoc', mul_div_cancel_left₀ _ hs']
  ring

end

end SwitchedSurfacePoint
```

The proof multiplies the limit from `switched_energy_slope` by $s\to0$ and adds $E_0$. The closing lines cancel the factor $s$, which is allowed because $s\neq0$ throughout.

For a calculation with fixed solute potential and a single switched point, this means that deleting the point at a small value of $s$ changes the energy by about $s\,r^2/(2a)$. The relevant potential is the screened $r$, not the bare $w$. During an optimization step $A_0$, $b$, $v$ and $w$ move with the atoms as well, and the two limits above describe only the dependence on $s$.

```lean
#print axioms SwitchedSurfacePoint.switched_energy
-- 'SwitchedSurfacePoint.switched_energy' depends on axioms: [propext, Classical.choice, Quot.sound]
#print axioms SwitchedSurfacePoint.switched_energy_tendsto
-- 'SwitchedSurfacePoint.switched_energy_tendsto' depends on axioms: [propext, Classical.choice, Quot.sound]
```
